# For identical separate two-state pairs, ACPF is exact, AQCC is exact only for one pair, and the CISD correlation energy per pair tends to zero as pairs are added

Apply CISD to many identical, well-separated electron pairs and the correlation energy per pair shrinks as pairs are added, although each pair is physically unchanged. Energy differences between systems of different size then carry an error that comes from the size alone. ACPF and AQCC reduce this error by scaling down the energy in the amplitude equation. For identical non-interacting two-state pairs, the remaining error can be found in closed form.

## One quadratic for three methods

Take n ≥ 1 pairs, hence N = 2n electrons. Each pair has one double excitation of energy 2Δ, coupled to the reference by K. All pairs share the amplitude c, E is the total correlation energy, and s > 0 sets the shift:

K + (2Δ − sE)c = 0,  E = nKc.

We assume K ≠ 0, so that the excitation does correlate the pair. Physically Δ > 0, but the argument works for any real Δ.

Let e = E/n = Kc and q = sn. Multiplying the first equation by K gives

K² + (2Δ − sne)e = 0, that is, qe² = 2Δe + K².

The roots are (Δ ± √(Δ² + qK²))/q. Since qK² > 0, the square root exceeds |Δ|, so exactly one root is negative:

e = (Δ − √(Δ² + qK²))/q.

Conversely, this e gives a solution with c = e/K.

The shift contains the total energy E, not the energy per pair. Writing se in place of sE loses the factor n, and CISD, which has s = 1, would then wrongly appear exact for every n.

The exact reference is one isolated pair, with Hamiltonian [[0, K], [K, 2Δ]]. Its eigenvalues satisfy x² = 2Δx + K², which is the quadratic at q = 1, and the negative root is the lower level. To compare other values of q, multiply numerator and denominator by Δ + √(Δ² + qK²):

e = −K²/(Δ + √(Δ² + qK²)).

The denominator is positive and grows with q, so e rises strictly towards zero. Only q = 1 is exact, and q > 1 recovers too little correlation.

- **ACPF:** s = 2/N, so q = 1 for every n.
- **AQCC:** s = 1 − (N − 2)(N − 3)/(N(N − 1)), so

  q = (N(N − 1) − (N − 2)(N − 3))/(2(N − 1)) = (4N − 6)/(2(N − 1)) = (2N − 3)/(N − 1).

  This equals 1 only if N = 2.
- **CISD:** the eigenvalue equation has the rows nKc = E and K + 2Δc = Ec. Hence s = 1 and q = n, the denominator grows without bound, and e → 0.

## The model in Lean

```lean
import Mathlib

open Matrix Filter Topology

namespace IdenticalPairShifts

noncomputable section
```

The two equations form a single proposition. The number of pairs `n` is a natural number, and all other quantities are real.

```lean
/-- The amplitude equation and the correlation energy of `n` identical pairs with excitation energy
`2Δ`, coupling `K`, common amplitude `c`, total correlation energy `E` and shift `s`, which
multiplies `E` in the amplitude equation. -/
def ShiftedPairEquations (n : ℕ) (Δ K s c E : ℝ) : Prop :=
  K + (2 * Δ - s * E) * c = 0 ∧ E = n * K * c
```

The closed formula is a function of q, and exactness is measured against a separately defined set of eigenvalues.

```lean
/-- The closed formula for the correlation energy per pair, with `q` the shift times the
number of pairs. -/
def pairEnergy (Δ K q : ℝ) : ℝ := (Δ - √(Δ ^ 2 + q * K ^ 2)) / q

/-- The energy levels of one isolated pair: the eigenvalues of its two-state Hamiltonian. -/
def pairLevels (Δ K : ℝ) : Set ℝ :=
  {e | ∃ v : Fin 2 → ℝ, v ≠ 0 ∧ !![0, K; K, 2 * Δ] *ᵥ v = e • v}
```

The two shifts are functions of the electron number N and are later evaluated at `2 * n`. They enter as given formulas and are not derived from the ACPF and AQCC energy functionals.

```lean
/-- The ACPF shift for `N` electrons. -/
def acpfShift (N : ℝ) : ℝ := 2 / N

/-- The AQCC shift for `N` electrons. -/
def aqccShift (N : ℝ) : ℝ := 1 - (N - 2) * (N - 3) / (N * (N - 1))
```

CISD is represented by its Hamiltonian on the reference and the n double excitations, with energies measured from the reference. The vector has reference coefficient 1; after normalisation that coefficient is 1/√(1 + nc²) and each pair amplitude is c/√(1 + nc²).

```lean
/-- The CISD Hamiltonian of `n` separate pairs, in the basis of the reference (`none`) and the
double excitation of each pair (`some i`). -/
def cisdHamiltonian (n : ℕ) (Δ K : ℝ) : Matrix (Option (Fin n)) (Option (Fin n)) ℝ
  | none, none => 0
  | none, some _ => K
  | some _, none => K
  | some i, some j => if i = j then 2 * Δ else 0

/-- The CISD wavefunction with reference coefficient one and the same amplitude `c` on
every pair. -/
def cisdVector (n : ℕ) (c : ℝ) : Option (Fin n) → ℝ
  | none => 1
  | some _ => c
```

## The negative root and its energy per pair

The first lemma compares squares to show that the square root exceeds |Δ|, which settles the signs of both roots.

```lean
variable {Δ K q : ℝ}

/-- The square root in the pair energy exceeds the absolute value of `Δ`. -/
lemma abs_lt_root (hq : 0 < q) (hK : K ≠ 0) : |Δ| < √(Δ ^ 2 + q * K ^ 2) := by
  have h : 0 < q * K ^ 2 := by positivity
  refine abs_lt_of_sq_lt_sq ?_ (Real.sqrt_nonneg _)
  rw [Real.sq_sqrt (by positivity)]
  linarith
```

Next, with r for the square root, the quadratic is factorised as (qe − Δ − r)(qe − Δ + r) = 0. The first factor would make e positive, so the second must vanish. The converse is checked by substitution.

```lean
/-- The pair energy is the unique negative root of the quadratic equation left after
eliminating the amplitude. -/
theorem pairEnergy_root (hq : 0 < q) (hK : K ≠ 0) {e : ℝ} :
    (e < 0 ∧ q * e ^ 2 = 2 * Δ * e + K ^ 2) ↔ e = pairEnergy Δ K q := by
  have hg := abs_lt.mp (abs_lt_root (Δ := Δ) hq hK)
  have hs : √(Δ ^ 2 + q * K ^ 2) ^ 2 = Δ ^ 2 + q * K ^ 2 := Real.sq_sqrt (by positivity)
  unfold pairEnergy
  rw [eq_div_iff hq.ne']
  set r := √(Δ ^ 2 + q * K ^ 2)
  constructor
  · rintro ⟨he, h⟩
    -- the quadratic factorises, and the other root is positive
    have hf : (q * e - Δ - r) * (q * e - Δ + r) = 0 := by linear_combination q * h - hs
    rcases mul_eq_zero.mp hf with h1 | h1
    · exfalso
      have := mul_neg_of_pos_of_neg hq he
      linarith [hg.1]
    · linear_combination h1
  · intro h
    constructor
    · by_contra hn
      have := mul_nonneg (not_lt.mp hn) hq.le
      linarith [hg.2]
    · apply mul_left_cancel₀ hq.ne'
      linear_combination (e * q - Δ - r) * h + hs
```

The main equivalence says that a negative E solves the shifted equations for some c exactly when E/n is the closed formula at q = sn. The forward direction eliminates c as above; the reverse direction recovers it from Kc = e, and so also proves that a negative solution exists.

```lean
/-- For a positive shift, a negative correlation energy solves the shifted equations of `n`
pairs exactly when its value per pair is `(Δ - √(Δ² + qK²)) / q` with `q = s n`. -/
theorem shifted_energy_per_pair {n : ℕ} {s E : ℝ} (hn : 0 < n) (hs : 0 < s) (hK : K ≠ 0) :
    (E < 0 ∧ ∃ c, ShiftedPairEquations n Δ K s c E) ↔ E / n = pairEnergy Δ K (s * n) := by
  have hn' : (0 : ℝ) < n := by exact_mod_cast hn
  have hq : 0 < s * n := mul_pos hs hn'
  rw [div_eq_iff hn'.ne']
  constructor
  · rintro ⟨hE, c, h1, h2⟩
    have hneg : K * c < 0 := by
      by_contra h
      have := mul_nonneg hn'.le (not_lt.mp h)
      linarith
    have he : K * c = pairEnergy Δ K (s * n) :=
      (pairEnergy_root hq hK).mp ⟨hneg, by linear_combination -K * h1 - s * K * c * h2⟩
    rw [← he]
    linear_combination h2
  · intro h
    obtain ⟨e, hd⟩ : ∃ e, e = pairEnergy Δ K (s * n) := ⟨_, rfl⟩
    rw [← hd] at h
    obtain ⟨he, hr⟩ := (pairEnergy_root hq hK).mpr hd
    -- the amplitude is recovered from the energy of one pair
    obtain ⟨c, hc⟩ : ∃ c, K * c = e := ⟨e / K, by field_simp⟩
    refine ⟨by rw [h]; exact mul_neg_of_neg_of_pos he hn', c, ?_, ?_⟩
    · apply mul_left_cancel₀ hK
      linear_combination (2 * Δ - s * E) * hc - hr - s * e * h
    · linear_combination h - n * hc
```

## Comparison with an isolated pair

`IsLeast` requires the value to be an eigenvalue and to lie below or at every other eigenvalue. The eigenvector used is (K, e), or (K, e)/√(K² + e²) when normalised. For the lower bound, any eigenvector has a nonzero second component, which gives the secular equation; a negative eigenvalue is then the known root, and a nonnegative one lies above it.

```lean
/-- The pair energy at `q = 1` is the lowest energy level of one isolated pair. -/
theorem pairEnergy_one_isLeast (hK : K ≠ 0) :
    IsLeast (pairLevels Δ K) (pairEnergy Δ K 1) := by
  obtain ⟨he, hr⟩ := (pairEnergy_root (Δ := Δ) one_pos hK).mpr rfl
  constructor
  · refine ⟨![K, pairEnergy Δ K 1], fun h => hK (by simpa using congrFun h 0), ?_⟩
    ext i
    fin_cases i
    · simp [Matrix.mulVec, dotProduct, Fin.sum_univ_two, mul_comm]
    · simp [Matrix.mulVec, dotProduct, Fin.sum_univ_two]
      linear_combination -hr
  · rintro x ⟨v, hv, h⟩
    have h0 : K * v 1 = x * v 0 := by
      simpa [Matrix.mulVec, dotProduct, Fin.sum_univ_two] using congrFun h 0
    have h1 : K * v 0 + 2 * Δ * v 1 = x * v 1 := by
      simpa [Matrix.mulVec, dotProduct, Fin.sum_univ_two] using congrFun h 1
    have hv1 : v 1 ≠ 0 := by
      intro hz
      have hz0 : v 0 = 0 := by
        apply mul_left_cancel₀ hK
        linear_combination h1 + (x - 2 * Δ) * hz
      apply hv
      ext i
      fin_cases i
      · exact hz0
      · exact hz
    -- every level solves the secular equation
    have hx : 1 * x ^ 2 = 2 * Δ * x + K ^ 2 := by
      apply mul_right_cancel₀ hv1
      linear_combination -x * h1 - K * h0
    rcases lt_or_ge x 0 with hneg | hpos
    · exact ((pairEnergy_root one_pos hK).mp ⟨hneg, hx⟩).ge
    · exact he.le.trans hpos
```

The rationalised form follows by cross-multiplication, and strict monotonicity follows from its growing denominator.

```lean
/-- The pair energy in rationalised form, with the square root in the denominator. -/
theorem pairEnergy_eq (hq : 0 < q) (hK : K ≠ 0) :
    pairEnergy Δ K q = -K ^ 2 / (Δ + √(Δ ^ 2 + q * K ^ 2)) := by
  have hg := abs_lt.mp (abs_lt_root (Δ := Δ) hq hK)
  have hs : √(Δ ^ 2 + q * K ^ 2) ^ 2 = Δ ^ 2 + q * K ^ 2 := Real.sq_sqrt (by positivity)
  have hp : 0 < Δ + √(Δ ^ 2 + q * K ^ 2) := by linarith [hg.1]
  rw [pairEnergy, div_eq_div_iff hq.ne' hp.ne']
  linear_combination -hs

/-- For positive `q`, the energy per pair rises strictly with `q`. -/
theorem pairEnergy_strictMono (hK : K ≠ 0) :
    StrictMonoOn (pairEnergy Δ K) (Set.Ioi 0) := by
  intro a ha b hb hab
  have ha' : 0 < a := ha
  have hK2 : 0 < K ^ 2 := by positivity
  have hg := abs_lt.mp (abs_lt_root (Δ := Δ) ha' hK)
  have hr : √(Δ ^ 2 + a * K ^ 2) < √(Δ ^ 2 + b * K ^ 2) :=
    Real.sqrt_lt_sqrt (by positivity) (by linarith [mul_lt_mul_of_pos_right hab hK2])
  rw [pairEnergy_eq ha' hK, pairEnergy_eq hb hK, neg_div, neg_div, neg_lt_neg_iff]
  exact div_lt_div_of_pos_left hK2 (by linarith [hg.1]) (by linarith)
```

## ACPF and AQCC

For ACPF the proof computes sn = 1 and applies `shifted_energy_per_pair` and `pairEnergy_one_isLeast`. The theorem concerns the energy per pair; that the exact energy of n non-interacting pairs is n times that of one pair is the usual additivity, taken here from physics.

```lean
/-- For any number of pairs, the negative ACPF energy per pair is the lowest level of one
isolated pair. -/
theorem acpf_exact {n : ℕ} {c E : ℝ} (hn : 0 < n) (hK : K ≠ 0) (hE : E < 0)
    (h : ShiftedPairEquations n Δ K (acpfShift (2 * n)) c E) :
    IsLeast (pairLevels Δ K) (E / n) := by
  have hn' : (0 : ℝ) < n := by exact_mod_cast hn
  have hs : 0 < acpfShift (2 * n) := by unfold acpfShift; positivity
  have hq : acpfShift (2 * n) * n = 1 := by unfold acpfShift; field_simp
  rw [(shifted_energy_per_pair hn hs hK).mp ⟨hE, c, h⟩, hq]
  exact pairEnergy_one_isLeast hK
```

For AQCC the theorem gives the value of q and shows that exactness is equivalent to n = 1. If the energy is exact, strict monotonicity forces q = 1, and hence one pair.

```lean
/-- With `N = 2n` electrons, the negative AQCC energy per pair has `q = (2N - 3)/(N - 1)`, and it is
the lowest level of one isolated pair exactly when there is a single pair. -/
theorem aqcc_exact_iff {n : ℕ} {c E : ℝ} (hn : 0 < n) (hK : K ≠ 0) (hE : E < 0)
    (h : ShiftedPairEquations n Δ K (aqccShift (2 * n)) c E) :
    E / n = pairEnergy Δ K ((2 * (2 * n) - 3) / (2 * n - 1)) ∧
      (IsLeast (pairLevels Δ K) (E / n) ↔ n = 1) := by
  have h1 : (1 : ℝ) ≤ n := by exact_mod_cast hn
  have hn' : (0 : ℝ) < n := by linarith
  have hd : (0 : ℝ) < 2 * n - 1 := by linarith
  have hq : aqccShift (2 * n) * n = (2 * (2 * n) - 3) / (2 * n - 1) := by
    have hd' := hd.ne'
    unfold aqccShift
    field_simp
    ring
  have hqp : (0 : ℝ) < (2 * (2 * n) - 3) / (2 * n - 1) := div_pos (by linarith) hd
  have hs : 0 < aqccShift (2 * n) := by
    by_contra hs
    have := mul_nonpos_of_nonpos_of_nonneg (not_lt.mp hs) hn'.le
    linarith
  have he := (shifted_energy_per_pair hn hs hK).mp ⟨hE, c, h⟩
  rw [hq] at he
  refine ⟨he, fun hl => ?_, fun h2 => ?_⟩
  · -- strict monotonicity forces q = 1
    have h3 := he.symm.trans (hl.unique (pairEnergy_one_isLeast hK))
    have h4 := (pairEnergy_strictMono hK).injOn hqp (Set.mem_Ioi.mpr one_pos) h3
    rw [div_eq_iff hd.ne'] at h4
    have h5 : (n : ℝ) = 1 := by linarith
    exact_mod_cast h5
  · have h3 : (2 * (2 * (n : ℝ)) - 3) / (2 * n - 1) = 1 := by rw [h2]; norm_num
    rw [he, h3]
    exact pairEnergy_one_isLeast hK
```

## CISD for many pairs

The rows of the matrix equation are evaluated separately: the `none` row gives the energy equation, and each `some i` row gives the amplitude equation with s = 1.

```lean
/-- The CISD eigenvalue equation for equal pair amplitudes is the pair of shifted equations
with `s = 1`. -/
theorem cisd_iff_shifted {n : ℕ} {c E : ℝ} (hn : 0 < n) :
    cisdHamiltonian n Δ K *ᵥ cisdVector n c = E • cisdVector n c ↔
      ShiftedPairEquations n Δ K 1 c E := by
  have h0 : (cisdHamiltonian n Δ K *ᵥ cisdVector n c) none = n * (K * c) := by
    simp [Matrix.mulVec, dotProduct, Fintype.sum_option, cisdHamiltonian, cisdVector]
  have h1 (i : Fin n) :
      (cisdHamiltonian n Δ K *ᵥ cisdVector n c) (some i) = K + 2 * Δ * c := by
    simp [Matrix.mulVec, dotProduct, Fintype.sum_option, cisdHamiltonian, cisdVector]
  constructor
  · intro h
    have a := congrFun h none
    have b := congrFun h (some ⟨0, hn⟩)
    rw [h0] at a
    rw [h1] at b
    change _ = E * 1 at a
    change _ = E * c at b
    exact ⟨by linear_combination b, by linear_combination -a⟩
  · rintro ⟨a, b⟩
    funext i
    cases i with
    | none =>
      rw [h0]
      change _ = E * 1
      linear_combination -b
    | some i =>
      rw [h1]
      change _ = E * c
      linear_combination a
```

The limit theorem takes a sequence of negative CISD eigenvalues, one for each n > 0, whose eigenvectors have equal pair amplitudes. This symmetry is a hypothesis; the theorem does not identify these states as the CISD ground states. Such sequences exist by the reverse directions of `shifted_energy_per_pair` and `cisd_iff_shifted`. The proof sends the denominator of the rationalised form to infinity.

```lean
/-- The negative CISD energy per pair, for equal pair amplitudes, tends to zero as the number
of pairs grows. -/
theorem cisd_energy_per_pair_tendsto_zero (hK : K ≠ 0) (c E : ℕ → ℝ)
    (h : ∀ n, 0 < n → E n < 0 ∧
      cisdHamiltonian n Δ K *ᵥ cisdVector n (c n) = E n • cisdVector n (c n)) :
    Tendsto (fun n : ℕ => E n / n) atTop (𝓝 0) := by
  have hK2 : 0 < K ^ 2 := by positivity
  have hin : Tendsto (fun n : ℕ => Δ ^ 2 + (n : ℝ) * K ^ 2) atTop atTop :=
    tendsto_atTop_add_const_left _ _ (tendsto_natCast_atTop_atTop.atTop_mul_const hK2)
  have hden : Tendsto (fun n : ℕ => Δ + √(Δ ^ 2 + (n : ℝ) * K ^ 2)) atTop atTop :=
    tendsto_atTop_add_const_left _ _ (Real.tendsto_sqrt_atTop.comp hin)
  refine Tendsto.congr' ?_ (hden.const_div_atTop (-K ^ 2))
  filter_upwards [eventually_gt_atTop 0] with n hn
  have hn' : (0 : ℝ) < n := by exact_mod_cast hn
  -- for CISD the parameter q is the number of pairs
  have he := (shifted_energy_per_pair hn one_pos hK).mp
    ⟨(h n hn).1, c n, (cisd_iff_shifted hn).mp (h n hn).2⟩
  rw [he, one_mul, pairEnergy_eq hn' hK]

end

end IdenticalPairShifts
```

```lean
#print axioms IdenticalPairShifts.acpf_exact
#print axioms IdenticalPairShifts.aqcc_exact_iff
#print axioms IdenticalPairShifts.cisd_energy_per_pair_tendsto_zero
```

```
'IdenticalPairShifts.acpf_exact' depends on axioms: [propext, Classical.choice, Quot.sound]
'IdenticalPairShifts.aqcc_exact_iff' depends on axioms: [propext, Classical.choice, Quot.sound]
'IdenticalPairShifts.cisd_energy_per_pair_tendsto_zero' depends on axioms: [propext, Classical.choice, Quot.sound]
```

For electronic structure, the result separates the three methods by how their energy per pair depends on the number of pairs, in a model of identical pairs that do not interact and have one double excitation each. That the pairs are identical matters: ACPF puts the average pair energy 2E/N into every amplitude equation, where the exact equation has the pair's own energy, and the two agree for every pair only if all pair energies are equal. The result gives no error estimate for interacting electrons.
